# For a normalised orbital, the diagonal entry of the inverse overlap matrix is at least one

In a finite basis with a positive definite complex overlap matrix `S`, let orbital `i` be normalised, so that `S i i = 1`; the other orbitals need not be. The theorem states that the real part of the diagonal entry `S⁻¹ i i` is at least one, and equals one exactly when `S k i = 0` for every `k ≠ i`, that is, when orbital `i` is orthogonal to all the others. The attempt takes `b` to be column `i` of `S - 1`, which holds the overlaps of orbital `i` with the others and a zero in place `i`, and shows that the quadratic form of `S⁻¹` at `b` equals `S⁻¹ i i - 1`. Since `S⁻¹` is also positive definite, this quantity is positive unless `b` is zero, in which case it vanishes.

An attempt in Lean 4 with a fault in it:

```lean
import Mathlib

open Matrix Polynomial
open scoped ComplexOrder

namespace OneLeInvOverlapDiag

variable {n : Type*} [Fintype n] [DecidableEq n]

/-- For a normalized orbital `i` in a basis with positive definite overlap, the diagonal entry of
`S⁻¹` is at least one, with equality exactly when `i` overlaps no other orbital. -/
theorem one_le_inv_overlap_diag {S : Matrix n n ℂ} (hS : S.PosDef) (i : n) (hi : S i i = 1) :
    1 ≤ (S⁻¹ i i).re ∧ ((S⁻¹ i i).re = 1 ↔ ∀ k, k ≠ i → S k i = 0) := by
  have hu : IsUnit S.det := isUnit_iff_ne_zero.mpr hS.det_pos.ne'
  let b : n → ℂ := fun k => (S - 1) k i
  -- the excess over one is a quadratic form in the overlaps of orbital `i`
  have hm : (S - 1)ᴴ * (S⁻¹ * (S - 1)) = S - 1 - 1 + S⁻¹ := by
    rw [Matrix.conjTranspose_sub, Matrix.conjTranspose_one, hS.isHermitian.eq, mul_sub,
      Matrix.nonsing_inv_mul _ hu, mul_one, sub_mul, mul_sub, Matrix.mul_nonsing_inv _ hu]
    noncomm_ring
  have hq : star b ⬝ᵥ S⁻¹ *ᵥ b = S⁻¹ i i - 1 := by
    have e : star b ⬝ᵥ S⁻¹ *ᵥ b = ((S - 1)ᴴ * (S⁻¹ * (S - 1))) i i := rfl
    rw [e, hm, Matrix.add_apply, Matrix.sub_apply, Matrix.sub_apply, Matrix.one_apply_eq, hi]
    ring
  have hb : b = 0 ↔ ∀ k, k ≠ i → S k i = 0 := by
    constructor
    · intro h k hk
      have h' : (S - 1) k i = 0 := congrFun h k
      rwa [Matrix.sub_apply, Matrix.one_apply_ne hk, sub_zero] at h'
    · intro h
      funext k
      change (S - 1) k i = 0
      by_cases hk : k = i
      · rw [hk, Matrix.sub_apply, Matrix.one_apply_eq, hi, sub_self]
      · rw [Matrix.sub_apply, Matrix.one_apply_ne hk, h k hk, sub_zero]
  rw [← hb]
  by_cases h0 : b = 0
  · rw [h0, Matrix.mulVec_zero, dotProduct_zero] at hq
    have h1 : S⁻¹ i i = 1 := (sub_eq_zero.mp hq.symm)
    simp [h1, h0]
  · have hpos := (Complex.lt_def.mp (hS.inv.dotProduct_mulVec_pos h0)).1
    rw [hq, Complex.sub_re, Complex.one_re, Complex.zero_re] at hpos
    exact ⟨by linarith, fun h => by linarith, fun h => absurd h h0⟩

end OneLeInvOverlapDiag
```

Lean reports:

```
Main.lean:22:34: error: Function expected at
  (S - 1)ᴴ * (S⁻¹ * (S - 1))
but this term has type
  ?m.245

Note: Expected a function because this term is being applied to the argument
  i
```

What went wrong. The error is in the statement of `e`, where the matrix product `(S - 1)ᴴ * (S⁻¹ * (S - 1))` is applied to the indices `i i`. A matrix can be applied in this way because `Matrix n n ℂ` unfolds to a function of two indices. But Lean has to know that the product is a matrix before it can do so, and here it did not: the type in the message, `?m.245`, is a placeholder still to be filled in. The multiplication sign allows the result to have a different type from the factors, and that result type had not been settled when Lean came to the argument `i`. Hence "Function expected".

The repair writes the type out, as `(… : Matrix n n ℂ) i i`. Lean then knows that the product is a matrix and can take its entry. The product itself and the proof by `rfl` are unchanged, and the new line break is only layout.

The repair, with which the file compiles:

```diff
@@ -20,5 +20,6 @@
     noncomm_ring
   have hq : star b ⬝ᵥ S⁻¹ *ᵥ b = S⁻¹ i i - 1 := by
-    have e : star b ⬝ᵥ S⁻¹ *ᵥ b = ((S - 1)ᴴ * (S⁻¹ * (S - 1))) i i := rfl
+    have e : star b ⬝ᵥ S⁻¹ *ᵥ b =
+        ((S - 1)ᴴ * (S⁻¹ * (S - 1)) : Matrix n n ℂ) i i := rfl
     rw [e, hm, Matrix.add_apply, Matrix.sub_apply, Matrix.sub_apply, Matrix.one_apply_eq, hi]
     ring
```
